# Kinetic energy density of real Schrödinger orbitals from their densities and energies, the potential and the density Laplacian

The Schrödinger equation of each orbital, with one multiplicative potential common to all, is imposed here at a single point $x$, not on all of space. Each orbital has to be twice continuously differentiable at $x$, which in Lean means on some neighbourhood of $x$, and nothing is asked of it farther away. There are no boundary conditions, and the orbitals need not be normalised or orthogonal. This choice suits augmented-wave methods, where an orbital has one representation inside a muffin-tin sphere and another in the interstitial region, and its second derivatives may jump at the sphere surface. The result can be applied at any point where the orbitals are that smooth and solve their equations. This leaves out a sphere surface where the second derivatives jump, and a point nucleus, where the Coulomb potential diverges. Orbitals from a finite basis in general solve their equations only approximately, and the identity is then approximate too.

## The identity for $\tau$ and a bound where $V$ lies above the orbital energies

Take finitely many real orbitals $\psi_i$ on $\mathbb{R}^n$, real weights $f_i$, real energies $e_i$ and a real potential $V$, in Hartree atomic units. The density and the positive kinetic energy density are

$$\rho=\sum_i f_i\psi_i^2,\qquad \tau=\sum_i f_i\,\tfrac12|\nabla\psi_i|^2 .$$

If every orbital satisfies $-\tfrac12\Delta\psi_i+V\psi_i=e_i\psi_i$ at $x$, then at $x$

$$\tau=\sum_i f_i(e_i-V)\psi_i^2+\tfrac14\Delta\rho .$$

Collecting the terms in $V$ gives the form that a program would evaluate:

$$\tau=\sum_i f_ie_i\psi_i^2-V\rho+\tfrac14\Delta\rho .$$

If in addition all $f_i\ge 0$ and all $e_i\le V(x)$, then $4\tau\le\Delta\rho$ at $x$.

## Computing $\tau$ without orbital gradients

Many meta-GGA functionals take $\tau$ as an input. For real orbitals that solve a Schrödinger equation with a common multiplicative potential, a code can obtain $\tau$ from the density, the energy-weighted density and $V$, without forming the gradient of each orbital. The energy-weighted density can be accumulated by the routine that builds $\rho$, with $f_i$ replaced by $f_ie_i$.

The potential in the formula must be the one that produced the orbitals, with the same energy zero as the $e_i$. If the potential is updated between the eigenvalue solve and the evaluation of $\tau$, the old one belongs in the formula.

The bound gives a sign check. If the orbitals solve their equations and the weights are nonnegative, $\Delta\rho$ can't be negative where $V$ lies above the energies of all the orbitals in the sum, since there $\Delta\rho\ge4\tau\ge0$.

## Two derivatives of the density and one substitution

Write $\partial_k$ for the derivative along the $k$-th Cartesian axis. The product rule gives, near $x$,

$$\partial_k\rho=\sum_i 2f_i\,\psi_i\,\partial_k\psi_i .$$

A second application, at $x$, gives

$$\partial_k^2\rho=\sum_i 2f_i\left[\psi_i\,\partial_k^2\psi_i+(\partial_k\psi_i)^2\right].$$

Summing over $k$ and dividing by four,

$$\tfrac14\Delta\rho=\tfrac12\sum_i f_i\psi_i\Delta\psi_i+\tau .$$

The Schrödinger equation, multiplied by $f_i\psi_i$ and rearranged, reads

$$\tfrac12f_i\psi_i\Delta\psi_i=f_i(V-e_i)\psi_i^2 .$$

Substituting this and solving for $\tau$ proves the identity. Under the conditions of the bound, every term $f_i(e_i-V)\psi_i^2$ is at most zero, so $\tau\le\tfrac14\Delta\rho$.

For one orbital $\psi$ with energy $e$ and weight 1, the same expression for $\Delta\rho$, used without the Schrödinger equation, gives

$$\tfrac12|\nabla\psi|^2-(e-V)\psi^2-\tfrac14\Delta(\psi^2)
=\psi\left(-\tfrac12\Delta\psi+V\psi-e\psi\right).$$

Where $\psi\ne0$, the left side therefore vanishes exactly when the orbital solves its equation.

A concrete solution, though not a normalisable one on $\mathbb{R}^n$, is $\psi(x)=\cos(qx_k)$ with $V=0$. Its only possibly nonzero first derivative is $\partial_k\psi=-q\sin(qx_k)$, and $\Delta\psi=-q^2\cos(qx_k)$. Hence $e=q^2/2$ and $\tau=\tfrac12q^2\sin^2(qx_k)$.

## A smooth function for which the identity fails

Suppose that the Schrödinger equation is dropped and only smoothness is kept. In one dimension take $\psi(x)=1+x^2$ near $x=0$, $V=0$, $e=0$ and weight 1. Only this neighbourhood matters, and the function can be continued smoothly to a normalisable one. At $x=0$ the gradient vanishes, so $\tau=0$. The density is $\rho=(1+x^2)^2=1+2x^2+x^4$, with $\rho''(0)=4$, so the right side of the identity equals $1$. Smoothness alone is thus not enough.

## The definitions and lemmas in Lean

`Space n` is $\mathbb{R}^n$ with its Euclidean structure. `axisDeriv k g x` is the Fréchet derivative of `g` at `x`, applied to the $k$-th unit vector. `lap` sums the second derivatives along the axes, and `gradSq` sums the squared first derivatives. `density f ψ` and `tau f ψ` are $\rho$ and $\tau$, and `SolvesAt V e ψ x` is the Schrödinger equation at the one point `x`.

The main theorem, `tau_eq`, has two hypotheses: `hψ` says that each orbital is C² at `x`, and `hS` says that each solves its equation there. The weights may have any sign, and `V` need not be continuous.

The proof follows the derivation above:

- `axisDeriv_sum_mul` is the product rule for a weighted sum of products.
- `lap_density` applies it twice. The step `h1` establishes the formula for $\partial_k\rho$ in a neighbourhood of `x`, because equality at `x` alone would not permit a second differentiation. The step `h2` shows that $\partial_k\psi_i$ is differentiable at `x`, and `h3` is the second product rule. `Finset.sum_comm` then exchanges the sums over axes and orbitals.
- `tau_eq` inserts this Laplacian and compares the sums orbital by orbital. The step `linear_combination f i * ψ i x * h` multiplies the Schrödinger equation by $f_i\psi_i$ and eliminates $\Delta\psi_i$.
- `tau_eq_energy_density` regroups the terms into the working form, with the energy-weighted density written as `density (fun i => f i * e i) ψ`.
- `four_tau_le_lap_density` is the bound, obtained from the sign of each term.
- `identity_iff_solvesAt` is the equivalence for one orbital. It cancels the factor $\psi(x)$, which `hx` says is nonzero.
- `axisDeriv_coord` differentiates a function of one coordinate, and `standingWave_witness` uses it to verify the equation and the kinetic energy density of the cosine.

```lean
import Mathlib

open Topology

namespace KineticEnergyDensity

noncomputable section

/-- Euclidean space of dimension `n`. -/
abbrev Space (n : ℕ) := EuclideanSpace ℝ (Fin n)

variable {n : ℕ} {ι : Type*} [Fintype ι]

/-- The derivative of a function along the `k`-th Cartesian axis. -/
def axisDeriv (k : Fin n) (g : Space n → ℝ) (x : Space n) : ℝ :=
  fderiv ℝ g x (EuclideanSpace.single k 1)

/-- The Laplacian, the sum of the second derivatives along the axes. -/
def lap (g : Space n → ℝ) (x : Space n) : ℝ :=
  ∑ k, axisDeriv k (axisDeriv k g) x

/-- The squared length of the gradient. -/
def gradSq (g : Space n → ℝ) (x : Space n) : ℝ :=
  ∑ k, axisDeriv k g x ^ 2

/-- The density `ρ = ∑ f_i ψ_i²` of orbitals `ψ_i` with weights `f_i`. -/
def density (f : ι → ℝ) (ψ : ι → Space n → ℝ) (x : Space n) : ℝ :=
  ∑ i, f i * ψ i x ^ 2

/-- The kinetic energy density `τ = ∑ f_i |∇ψ_i|² / 2`. -/
def tau (f : ι → ℝ) (ψ : ι → Space n → ℝ) (x : Space n) : ℝ :=
  ∑ i, f i * (gradSq (ψ i) x / 2)

/-- The Schrödinger equation `-½ Δψ + V ψ = e ψ` at the point `x`. -/
def SolvesAt (V : Space n → ℝ) (e : ℝ) (ψ : Space n → ℝ) (x : Space n) : Prop :=
  -(1 / 2) * lap ψ x + V x * ψ x = e * ψ x

/-- The product rule for a weighted sum of products of functions differentiable at `x`. -/
theorem axisDeriv_sum_mul (k : Fin n) (f : ι → ℝ) (g h : ι → Space n → ℝ) (x : Space n)
    (hg : ∀ i, DifferentiableAt ℝ (g i) x) (hh : ∀ i, DifferentiableAt ℝ (h i) x) :
    axisDeriv k (fun y => ∑ i, f i * (g i y * h i y)) x =
      ∑ i, f i * (g i x * axisDeriv k (h i) x + h i x * axisDeriv k (g i) x) := by
  have hd : HasFDerivAt (fun y => ∑ i, f i * (g i y * h i y))
      (∑ i, f i • (g i x • fderiv ℝ (h i) x + h i x • fderiv ℝ (g i) x)) x :=
    HasFDerivAt.fun_sum fun i _ =>
      ((hg i).hasFDerivAt.mul (hh i).hasFDerivAt).const_mul (f i)
  unfold axisDeriv
  rw [hd.fderiv]
  simp [sum_apply, mul_add]

/-- For orbitals that are C² at `x`, the Laplacian of the density is
`Δρ = ∑ 2 f_i (ψ_i Δψ_i + |∇ψ_i|²)` there. -/
theorem lap_density (f : ι → ℝ) (ψ : ι → Space n → ℝ) (x : Space n)
    (hψ : ∀ i, ContDiffAt ℝ 2 (ψ i) x) :
    lap (density f ψ) x =
      ∑ i, 2 * f i * (ψ i x * lap (ψ i) x + gradSq (ψ i) x) := by
  have hev : ∀ᶠ y in 𝓝 x, ∀ i, DifferentiableAt ℝ (ψ i) y :=
    Filter.eventually_all.2 fun i =>
      ((hψ i).eventually (by simp)).mono fun y hy => hy.differentiableAt (by norm_num)
  have key : ∀ k, axisDeriv k (axisDeriv k (density f ψ)) x =
      ∑ i, 2 * f i * (ψ i x * axisDeriv k (axisDeriv k (ψ i)) x
        + axisDeriv k (ψ i) x ^ 2) := by
    intro k
    -- the first derivative of the density, valid in a neighbourhood of `x`
    have h1 : axisDeriv k (density f ψ) =ᶠ[𝓝 x]
        fun y => ∑ i, 2 * f i * (ψ i y * axisDeriv k (ψ i) y) := by
      filter_upwards [hev] with y hy
      have hρ : density f ψ = fun z => ∑ i, f i * (ψ i z * ψ i z) := by
        funext z
        exact Finset.sum_congr rfl fun i _ => by ring
      rw [hρ, axisDeriv_sum_mul k f ψ ψ y hy hy]
      exact Finset.sum_congr rfl fun i _ => by ring
    have h2 : ∀ i, DifferentiableAt ℝ (axisDeriv k (ψ i)) x := fun i =>
      (((hψ i).fderiv_right (m := 1) (by norm_num)).differentiableAt
        (by norm_num)).clm_apply (differentiableAt_const _)
    -- the second derivative, again by the product rule
    have h3 := axisDeriv_sum_mul k (fun i => 2 * f i) ψ (fun i => axisDeriv k (ψ i)) x
      hev.self_of_nhds h2
    have h4 : axisDeriv k (axisDeriv k (density f ψ)) x =
        axisDeriv k (fun y => ∑ i, 2 * f i * (ψ i y * axisDeriv k (ψ i) y)) x := by
      change fderiv ℝ (axisDeriv k (density f ψ)) x (EuclideanSpace.single k 1) =
        fderiv ℝ _ x (EuclideanSpace.single k 1)
      rw [h1.fderiv_eq]
    rw [h4, h3]
    exact Finset.sum_congr rfl fun i _ => by ring
  simp only [lap, gradSq, key]
  rw [Finset.sum_comm]
  refine Finset.sum_congr rfl fun i _ => ?_
  rw [← Finset.mul_sum, Finset.sum_add_distrib, ← Finset.mul_sum]

/-- If the orbitals are C² at `x` and solve their Schrödinger equations there, then
`∑ f_i |∇ψ_i|² / 2 = ∑ f_i (e_i - V) ψ_i² + Δρ / 4` at `x`. -/
theorem tau_eq (f e : ι → ℝ) (V : Space n → ℝ) (ψ : ι → Space n → ℝ) (x : Space n)
    (hψ : ∀ i, ContDiffAt ℝ 2 (ψ i) x) (hS : ∀ i, SolvesAt V (e i) (ψ i) x) :
    tau f ψ x = ∑ i, f i * (e i - V x) * ψ i x ^ 2 + lap (density f ψ) x / 4 := by
  rw [lap_density f ψ x hψ, tau, Finset.sum_div, ← Finset.sum_add_distrib]
  refine Finset.sum_congr rfl fun i _ => ?_
  -- the Schrödinger equation, multiplied by `f_i ψ_i`, removes `Δψ_i`
  have h := hS i
  unfold SolvesAt at h
  linear_combination f i * ψ i x * h

/-- For orbitals that are C² at `x` and solve their Schrödinger equations there, `τ` is the
energy-weighted density minus `V ρ` plus `Δρ / 4`. -/
theorem tau_eq_energy_density (f e : ι → ℝ) (V : Space n → ℝ) (ψ : ι → Space n → ℝ)
    (x : Space n) (hψ : ∀ i, ContDiffAt ℝ 2 (ψ i) x)
    (hS : ∀ i, SolvesAt V (e i) (ψ i) x) :
    tau f ψ x = density (fun i => f i * e i) ψ x - V x * density f ψ x
      + lap (density f ψ) x / 4 := by
  rw [tau_eq f e V ψ x hψ hS]
  congr 1
  simp only [density]
  rw [Finset.mul_sum, ← Finset.sum_sub_distrib]
  exact Finset.sum_congr rfl fun i _ => by ring

/-- Let the orbitals be C² at `x` and solve their Schrödinger equations there, with nonnegative
weights. If no orbital energy exceeds `V` at `x`, then `4 τ ≤ Δρ` at `x`. -/
theorem four_tau_le_lap_density (f e : ι → ℝ) (V : Space n → ℝ) (ψ : ι → Space n → ℝ)
    (x : Space n) (hψ : ∀ i, ContDiffAt ℝ 2 (ψ i) x)
    (hS : ∀ i, SolvesAt V (e i) (ψ i) x) (hf : ∀ i, 0 ≤ f i) (he : ∀ i, e i ≤ V x) :
    4 * tau f ψ x ≤ lap (density f ψ) x := by
  have h : ∑ i, f i * (e i - V x) * ψ i x ^ 2 ≤ 0 :=
    Finset.sum_nonpos fun i _ => mul_nonpos_of_nonpos_of_nonneg
      (mul_nonpos_of_nonneg_of_nonpos (hf i) (sub_nonpos.2 (he i))) (sq_nonneg _)
  linarith [tau_eq f e V ψ x hψ hS]

/-- For one orbital that is C² and nonzero at `x`, the kinetic energy density identity at `x`
holds exactly when the orbital solves the Schrödinger equation at `x`. -/
theorem identity_iff_solvesAt (e : ℝ) (V ψ : Space n → ℝ) (x : Space n)
    (hψ : ContDiffAt ℝ 2 ψ x) (hx : ψ x ≠ 0) :
    gradSq ψ x / 2 = (e - V x) * ψ x ^ 2 + lap (fun y => ψ y ^ 2) x / 4 ↔
      SolvesAt V e ψ x := by
  have h := lap_density (fun _ : Unit => (1 : ℝ)) (fun _ => ψ) x (fun _ => hψ)
  have hρ : density (fun _ : Unit => (1 : ℝ)) (fun _ => ψ) = fun y => ψ y ^ 2 := by
    funext y
    simp [density]
  rw [hρ] at h
  simp only [Finset.univ_unique, Finset.sum_singleton] at h
  unfold SolvesAt
  constructor
  · intro h'
    apply mul_left_cancel₀ hx
    linear_combination h' + h / 4
  · intro hS
    linear_combination ψ x * hS - h / 4

/-- The standing wave `cos (q x_k)` along the `k`-th axis. -/
def standingWave (q : ℝ) (k : Fin n) (x : Space n) : ℝ := Real.cos (q * x k)

/-- If `g` has derivative `g'` at `x_k`, then the function `y ↦ g (y_k)` has at `x` the derivative
`g'` along the `k`-th axis and zero along every other axis. -/
theorem axisDeriv_coord (g : ℝ → ℝ) (g' : ℝ) (k j : Fin n) (x : Space n)
    (hg : HasDerivAt g g' (x k)) :
    axisDeriv j (fun y => g (y k)) x = if k = j then g' else 0 := by
  have h : HasFDerivAt (fun y : Space n => g (y k))
      (g' • (EuclideanSpace.proj k : Space n →L[ℝ] ℝ)) x :=
    hg.comp_hasFDerivAt x (EuclideanSpace.proj k : Space n →L[ℝ] ℝ).hasFDerivAt
  unfold axisDeriv
  rw [h.fderiv]
  by_cases hkj : k = j <;> simp [hkj]

/-- The standing wave `cos (q x_k)` solves the Schrödinger equation with `V = 0` and energy
`q² / 2`, and its kinetic energy density is `(q² / 2) sin² (q x_k)`. -/
theorem standingWave_witness (q : ℝ) (k : Fin n) (x : Space n) :
    SolvesAt (fun _ => 0) (q ^ 2 / 2) (standingWave q k) x ∧
      gradSq (standingWave q k) x / 2 = q ^ 2 / 2 * Real.sin (q * x k) ^ 2 := by
  have h1 : ∀ j y, axisDeriv j (standingWave q k) y =
      if k = j then -q * Real.sin (q * y k) else 0 := fun j y =>
    axisDeriv_coord (fun t => Real.cos (q * t)) _ k j y
      (((hasDerivAt_id' (y k)).const_mul q).cos.congr_deriv (by ring))
  have h2 : ∀ j, axisDeriv j (axisDeriv j (standingWave q k)) x =
      if k = j then -(q ^ 2 * Real.cos (q * x k)) else 0 := by
    intro j
    by_cases h : k = j
    · have h3 : axisDeriv j (standingWave q k) = fun y => -q * Real.sin (q * y k) := by
        funext y
        rw [h1, if_pos h]
      rw [h3]
      exact axisDeriv_coord (fun t => -q * Real.sin (q * t)) _ k j x
        ((((hasDerivAt_id' (x k)).const_mul q).sin.const_mul (-q)).congr_deriv (by ring))
    · have h3 : axisDeriv j (standingWave q k) = fun _ => 0 := by
        funext y
        rw [h1, if_neg h]
      rw [h3, if_neg h]
      simp [axisDeriv]
  constructor
  · have h4 : lap (standingWave q k) x = -(q ^ 2 * Real.cos (q * x k)) := by
      simp only [lap, h2, Finset.sum_ite_eq, Finset.mem_univ, if_true]
    unfold SolvesAt
    rw [h4, standingWave]
    ring
  · rw [gradSq, Finset.sum_eq_single k
      (fun j _ hj => by rw [h1, if_neg (Ne.symm hj)]; ring) (by simp), h1, if_pos rfl]
    ring

end

end KineticEnergyDensity
```

```lean
#print axioms KineticEnergyDensity.tau_eq_energy_density
-- 'KineticEnergyDensity.tau_eq_energy_density' depends on axioms: [propext, Classical.choice, Quot.sound]
#print axioms KineticEnergyDensity.four_tau_le_lap_density
-- 'KineticEnergyDensity.four_tau_le_lap_density' depends on axioms: [propext, Classical.choice, Quot.sound]
#print axioms KineticEnergyDensity.identity_iff_solvesAt
-- 'KineticEnergyDensity.identity_iff_solvesAt' depends on axioms: [propext, Classical.choice, Quot.sound]
```

## Finite basis sets, complex orbitals and other Hamiltonians

The theorems guarantee the identity for functions that satisfy the differential equation at the point of evaluation. Orbitals from a finite LAPW basis are variational solutions and in general satisfy it only approximately at a given point. The gradient formula and the energy formula for $\tau$ can then differ, even if every derivative is evaluated without error. For a single real orbital away from its nodes, `identity_iff_solvesAt` says that the two agree exactly when the equation holds at that point. In a sum over several orbitals the discrepancies may cancel, so agreement of the totals is a weaker test.

The theorems also say nothing about numerical differentiation, truncated angular expansions or rounding. The term $\tfrac14\Delta\rho$ needs second derivatives of the density, which can amplify noise in its representation.

The orbitals in the file are real, whereas Bloch orbitals are generally complex. With real $V$ and $e_i$, the real and imaginary parts of a complex orbital solve the same equation separately. Entering both parts with the weight $f_i$ gives the identity for $|\psi_i|^2$ and $|\nabla\psi_i|^2$, an informal extension that the file does not contain.

The form of the Hamiltonian is a stronger restriction. All orbitals share one multiplicative potential, and the kinetic operator is $-\tfrac12\Delta$. This excludes nonlocal potentials, spin–orbit coupling and scalar-relativistic kinetic terms. It also excludes the generalised Kohn–Sham equation of a self-consistent calculation with a $\tau$-dependent meta-GGA, in which the derivative of the functional with respect to $\tau$ adds a differential operator. The identity does fit a meta-GGA energy evaluated on orbitals from a non-relativistic calculation with a local potential, as far as those orbitals solve their equations. Core orbitals computed in only the spherical part of the potential solve a different equation from the valence orbitals, so the identity with the valence potential does not in general cover them. Their contribution to $\tau$ can be computed from their gradients or, if their own equation is non-relativistic with a multiplicative potential, from the energy formula with that potential.
